# At N distinct zeros of a dielectric function with N poles of positive strength, the loss weights are positive and sum to the total strength

Q: A measured dielectric function is complex and depends on frequency. Yours takes a real number and returns a real number. Where did the absorption go?

A: Into the positions and strengths of poles. The model has finitely many undamped excitations, and its variable is the squared frequency $x=\omega^2$:

$$\varepsilon(x)=1+\sum_k\frac{f_k}{s_k-x}.$$

Here $s_k$ is the squared frequency of the bare excitation $k$, and $f_k$ is its strength, with the interaction included. Linewidths, continua and the matrix structure of local fields are left out. The index type `ι` is any finite set, and `f`, `s` and `z` are real-valued functions on it.

```lean
import Mathlib

open Finset

namespace LossWeightSumRules

noncomputable section

variable {ι : Type*} [Fintype ι] {f s z : ι → ℝ}

/-- Dielectric function with strengths `f k` and poles `s k`, as a function of the squared
frequency `x`, for `x` different from every pole. -/
def eps (f s : ι → ℝ) (x : ℝ) : ℝ := 1 + ∑ k, f k / (s k - x)
```

Q: And the loss spectrum? I would plot $-\operatorname{Im}\,1/\varepsilon$.

A: It peaks where $\varepsilon$ vanishes. Near a zero $z_j$ we have $1/\varepsilon(x)\approx w_j/(x-z_j)$ with $w_j=1/\varepsilon'(z_j)$. Giving $\omega>0$ a small positive imaginary part turns this into a peak $\pi w_j\,\delta(\omega^2-z_j)$ in $-\operatorname{Im}\,1/\varepsilon$. That limit is the physical reading; the file works with the real number $w_j$, defined through the actual derivative `deriv`.

```lean
/-- Loss weight `1 / eps'(x)`, for `x` away from the poles and with `eps'(x)` nonzero. -/
def lossWeight (f s : ι → ℝ) (x : ℝ) : ℝ := 1 / deriv (eps f s) x
```

Q: So what exactly is claimed about these weights?

A: Suppose that all $f_k>0$ and that the $z_j$ are distinct zeros of $\varepsilon$, as many as there are poles and none of them at a pole. Then every $w_j$ is positive, and $\sum_j w_j=\sum_k f_k$. In Lean the assumptions are `hf` for positive strengths, `hinj` for distinct zeros, `hp` for zeros away from poles and `hz` for $\varepsilon(z_j)=0$. The equal count is built in, because `z` and `s` share the index type.

Q: Why should I accept $f_k>0$?

A: It stands for a system that responds from its ground state, where each listed transition absorbs. An inverted population would contribute negative strengths.

Q: You never say that the poles are distinct, or that the zeros exist.

A: Distinct poles follow from the other assumptions: if two poles coincided, $\varepsilon$ would have too few zeros. Existence is assumed, since the zeros enter as given data. The condition `hp` matters because Lean sets division by zero to zero, so the formula could otherwise vanish at a pole without any physical zero there.

Q: Start with positivity, then.

A: Differentiate term by term:

$$\varepsilon'(x)=\sum_k\frac{f_k}{(s_k-x)^2}.$$

`hasDerivAt_eps` proves this with the quotient rule for each term and the rule for finite sums.

```lean
/-- Away from the poles the slope of the dielectric function is `∑ f k / (s k - x)^2`. -/
theorem hasDerivAt_eps {x : ℝ} (hx : ∀ k, s k ≠ x) :
    HasDerivAt (eps f s) (∑ k, f k / (s k - x) ^ 2) x := by
  have h : ∀ k ∈ (univ : Finset ι),
      HasDerivAt (fun y => f k / (s k - y)) (f k / (s k - x) ^ 2) x := by
    intro k _
    have h1 := (hasDerivAt_const x (f k)).fun_div
      ((hasDerivAt_id' x).const_sub (s k)) (sub_ne_zero.mpr (hx k))
    exact h1.congr_deriv (by ring)
  exact (HasDerivAt.fun_sum h).const_add 1
```

Every term is positive, so with at least one pole $\varepsilon'(x)>0$, and its reciprocal is positive too. The assumption `Nonempty ι` rules out the empty sum.

```lean
/-- With at least one pole and positive strengths, the loss weight is positive at every
point away from the poles. -/
theorem lossWeight_pos [Nonempty ι] (hf : ∀ k, 0 < f k) {x : ℝ} (hx : ∀ k, s k ≠ x) :
    0 < lossWeight f s x := by
  unfold lossWeight
  rw [(hasDerivAt_eps hx).deriv]
  refine one_div_pos.mpr (sum_pos (fun k _ => div_pos (hf k) ?_) univ_nonempty)
  exact lt_of_le_of_ne (sq_nonneg _) (pow_ne_zero 2 (sub_ne_zero.mpr (hx k))).symm
```

Q: Positivity is easy. Why should the total be conserved?

A: Because the screened modes form a complete orthogonal set. First compare $\varepsilon$ at two points. Since

$$\frac{1}{s_k-x}-\frac{1}{s_k-y}=\frac{x-y}{(s_k-x)(s_k-y)},$$

multiplying by $f_k$ and summing gives

$$\varepsilon(x)-\varepsilon(y)=(x-y)\sum_k\frac{f_k}{(s_k-x)(s_k-y)}.$$

`eps_sub` does the same, combining the two fractions under the sum.

```lean
/-- The difference of the dielectric function at two points away from the poles is their difference
`x - y` times the overlap of the two vectors `1 / (s k - x)` and `1 / (s k - y)`, weighted by `f k`.
-/
theorem eps_sub {x y : ℝ} (hx : ∀ k, s k ≠ x) (hy : ∀ k, s k ≠ y) :
    eps f s x - eps f s y = (x - y) * ∑ k, f k / ((s k - x) * (s k - y)) := by
  unfold eps
  rw [add_sub_add_left_eq_sub, ← sum_sub_distrib, mul_sum]
  refine sum_congr rfl fun k _ => ?_
  rw [div_sub_div _ _ (sub_ne_zero.mpr (hx k)) (sub_ne_zero.mpr (hy k)), ← mul_div_assoc]
  congr 1
  ring
```

Now put $x=z_i$ and $y=z_j$ with $i\neq j$. The left side is zero and $z_i\neq z_j$, so the sum on the right vanishes. For $i=j$ the same sum is $\varepsilon'(z_j)=1/w_j$. Together,

$$\sum_k\frac{f_k}{s_k-z_i}\,\frac{w_j}{s_k-z_j}=\delta_{ij}.$$

Q: That is orthogonality. Completeness is a separate statement.

A: For square matrices it follows. Set $A_{jk}=f_k/(s_k-z_j)$ and $B_{kj}=w_j/(s_k-z_j)$. We have shown $AB=1$, hence $BA=1$, which reads

$$\sum_j\frac{w_j}{s_k-z_j}\,\frac{f_l}{s_l-z_j}=\delta_{kl}.$$

This is where the equal number of zeros and poles enters. The vectors in the code are unnormalised; the normalised modes have components $\sqrt{f_kw_j}/(s_k-z_j)$, which form an orthogonal matrix. In the proof, `hAB` is $AB=1$, with the cases $i=j$ and $i\neq j$ treated as above, and `mul_eq_one_comm` reverses the product.

```lean
/-- Completeness of the screened modes: for positive strengths and as many distinct zeros
`z j` as poles, all away from the poles, the mode vectors resolve the identity. -/
theorem mode_completeness [DecidableEq ι] (hf : ∀ k, 0 < f k) (hinj : Function.Injective z)
    (hp : ∀ j k, s k ≠ z j) (hz : ∀ j, eps f s (z j) = 0) (k l : ι) :
    ∑ j, lossWeight f s (z j) / (s k - z j) * (f l / (s l - z j))
      = if k = l then 1 else 0 := by
  -- orthonormality of the modes, written as a matrix product
  have hAB : (Matrix.of fun j k => f k / (s k - z j) : Matrix ι ι ℝ) *
      (Matrix.of fun k j => lossWeight f s (z j) / (s k - z j) : Matrix ι ι ℝ) = 1 := by
    ext i j
    have e : ∑ k, f k / (s k - z i) * (lossWeight f s (z j) / (s k - z j))
        = lossWeight f s (z j) * ∑ k, f k / ((s k - z i) * (s k - z j)) := by
      rw [mul_sum]
      refine sum_congr rfl fun k _ => ?_
      rw [div_mul_div_comm, ← mul_div_assoc, mul_comm (f k)]
    simp only [Matrix.mul_apply, Matrix.of_apply, Matrix.one_apply]
    rw [e]
    by_cases hij : i = j
    · subst hij
      have : Nonempty ι := ⟨i⟩
      have hd : deriv (eps f s) (z i) ≠ 0 := fun h0 =>
        (lossWeight_pos hf (hp i)).ne' (by simp [lossWeight, h0])
      have hs : ∑ k, f k / ((s k - z i) * (s k - z i)) = deriv (eps f s) (z i) := by
        rw [(hasDerivAt_eps (hp i)).deriv]
        exact sum_congr rfl fun k _ => by rw [sq]
      rw [if_pos rfl, hs, lossWeight, one_div_mul_cancel hd]
    · have h := eps_sub (f := f) (hp i) (hp j)
      rw [hz i, hz j, sub_zero] at h
      have h0 := (mul_eq_zero.mp h.symm).resolve_left
        (sub_ne_zero.mpr fun h' => hij (hinj h'))
      rw [if_neg hij, h0, mul_zero]
  -- a one-sided inverse of a square matrix is two-sided
  have h := congrArg (fun M : Matrix ι ι ℝ => M k l) (mul_eq_one_comm.mp hAB)
  simp only [Matrix.mul_apply, Matrix.of_apply, Matrix.one_apply] at h
  exact h
```

Q: I still see no sum rule.

A: Sum the completeness relation over $l$. The condition $\varepsilon(z_j)=0$ says $\sum_l f_l/(s_l-z_j)=-1$, so for every $k$

$$\sum_j\frac{w_j}{s_k-z_j}=-1.$$

Multiply by an arbitrary amplitude $g_k$ and sum over $k$:

$$\sum_j w_j\sum_k\frac{g_k}{s_k-z_j}=-\sum_k g_k.$$

In the code, `hz'` is the rewritten zero condition, `row` is the relation for fixed $k$, and the `calc` block exchanges the two sums.

```lean
/-- For positive strengths and as many distinct zeros as poles, all away from the poles,
the loss-weighted sum of the response `∑ g k / (s k - z j)` over the zeros is `-∑ g k`,
for any amplitudes `g`. -/
theorem weighted_response (hf : ∀ k, 0 < f k) (hinj : Function.Injective z)
    (hp : ∀ j k, s k ≠ z j) (hz : ∀ j, eps f s (z j) = 0) (g : ι → ℝ) :
    ∑ j, lossWeight f s (z j) * ∑ k, g k / (s k - z j) = -∑ k, g k := by
  classical
  have hz' : ∀ j, ∑ l, f l / (s l - z j) = -1 := by
    intro j
    have h := hz j
    unfold eps at h
    linarith
  -- sum the completeness relation over its second index
  have row : ∀ k, ∑ j, lossWeight f s (z j) / (s k - z j) = -1 := by
    intro k
    have h : ∑ l, ∑ j, lossWeight f s (z j) / (s k - z j) * (f l / (s l - z j)) = 1 := by
      rw [sum_congr rfl fun l _ => mode_completeness hf hinj hp hz k l]
      simp
    rw [sum_comm] at h
    simp only [← mul_sum, hz', mul_neg, mul_one, sum_neg_distrib] at h
    linarith
  calc ∑ j, lossWeight f s (z j) * ∑ k, g k / (s k - z j)
      = ∑ j, ∑ k, g k * (lossWeight f s (z j) / (s k - z j)) := by
        refine sum_congr rfl fun j _ => ?_
        rw [mul_sum]
        exact sum_congr rfl fun k _ => by ring
    _ = ∑ k, g k * ∑ j, lossWeight f s (z j) / (s k - z j) := by
        rw [sum_comm]
        simp only [mul_sum]
    _ = -∑ k, g k := by
        simp only [row, mul_neg, mul_one, sum_neg_distrib]
```

Choose $g_k=f_k$. The inner sum is $-1$ for each $j$, so $-\sum_j w_j=-\sum_k f_k$. The theorem joins this to the positivity shown earlier.

```lean
/-- Sum rule for the loss peaks: for positive strengths and as many distinct zeros as poles,
all away from the poles, every loss weight `1 / eps'(z j)` is positive and together they
equal the total strength `∑ f k`. -/
theorem loss_sum_rule (hf : ∀ k, 0 < f k) (hinj : Function.Injective z)
    (hp : ∀ j k, s k ≠ z j) (hz : ∀ j, eps f s (z j) = 0) :
    (∀ j, 0 < lossWeight f s (z j)) ∧ ∑ j, lossWeight f s (z j) = ∑ k, f k := by
  refine ⟨fun j => ?_, ?_⟩
  · have : Nonempty ι := ⟨j⟩
    exact lossWeight_pos hf (hp j)
  · have t := weighted_response hf hinj hp hz f
    have hz' : ∀ j, ∑ k, f k / (s k - z j) = -1 := by
      intro j
      have h := hz j
      unfold eps at h
      linarith
    simp only [hz', mul_neg, mul_one, sum_neg_distrib] at t
    linarith
```

Q: What does this tell someone who computes spectra?

A: In a scalar random-phase model with finitely many undamped transitions, screening moves and redistributes the loss strength but leaves its total unchanged, so the total can serve as a check on computed peak weights. Leaving out a zero leaves out a positive weight, and the sum then falls short.

Q: The total stays fixed. Does the spectrum as a whole move?

A: Yes, its weighted mean moves up. Write $F=\sum_k f_k$ and choose $g_k=f_ks_k$. Since $s_k=(s_k-z_j)+z_j$,

$$\sum_k\frac{f_ks_k}{s_k-z_j}=F+z_j\sum_k\frac{f_k}{s_k-z_j}=F-z_j.$$

The general relation becomes $F\sum_jw_j-\sum_jw_jz_j=-\sum_kf_ks_k$. With $\sum_jw_j=F$ this gives

$$\sum_jw_jz_j=\sum_kf_ks_k+F^2.$$

With at least one pole we may divide by $F$: the mean squared frequency, weighted by $f_k$ before screening and by $w_j$ after it, rises by exactly $F$. For a single pole, this rise is the shift of the peak itself. With two or more poles it combines the shifts of the peaks with the transfer of weight between them, so it is not the distance that each peak moves. The step `inner` is the first display, and `linear_combination` does the final rearrangement.

```lean
/-- First moment of the loss peaks: under the hypotheses of `loss_sum_rule`, the sum of the peak
positions weighted by the loss weights equals the sum of the pole positions weighted by the
strengths, plus the square of the total strength. -/
theorem loss_first_moment (hf : ∀ k, 0 < f k) (hinj : Function.Injective z)
    (hp : ∀ j k, s k ≠ z j) (hz : ∀ j, eps f s (z j) = 0) :
    ∑ j, lossWeight f s (z j) * z j = ∑ k, f k * s k + (∑ k, f k) ^ 2 := by
  have t := weighted_response hf hinj hp hz (fun k => f k * s k)
  have inner : ∀ j, ∑ k, f k * s k / (s k - z j) = ∑ k, f k - z j := by
    intro j
    have e : ∑ k, f k * s k / (s k - z j) = ∑ k, f k + z j * ∑ k, f k / (s k - z j) := by
      rw [mul_sum, ← sum_add_distrib]
      refine sum_congr rfl fun k _ => ?_
      have hk : s k - z j ≠ 0 := sub_ne_zero.mpr (hp j k)
      rw [div_eq_iff hk, add_mul, mul_assoc (z j), div_mul_cancel₀ _ hk]
      ring
    have h := hz j
    unfold eps at h
    rw [e]
    linear_combination z j * h
  simp only [inner, mul_sub, sum_sub_distrib, ← sum_mul] at t
  rw [(loss_sum_rule hf hinj hp hz).2] at t
  linear_combination -t
```

Q: You introduced $w_j$ through the behaviour near one zero. Do these peaks make up the whole of $1/\varepsilon$?

A: They do, apart from the constant 1. Take $x$ that is neither a pole nor a zero, and choose $g_k=f_k/(s_k-x)$. The difference formula with $\varepsilon(z_j)=0$ gives

$$\sum_k\frac{f_k}{(s_k-x)(s_k-z_j)}=-\frac{\varepsilon(x)}{z_j-x}.$$

The right side of the general relation is $-\sum_kg_k=1-\varepsilon(x)$, so

$$-\varepsilon(x)\sum_j\frac{w_j}{z_j-x}=1-\varepsilon(x).$$

Dividing by $\varepsilon(x)$ and rearranging yields

$$\frac1{\varepsilon(x)}=1-\sum_j\frac{w_j}{z_j-x}.$$

Again `inner` evaluates the sum over $k$, this time through `eps_sub`.

```lean
/-- Pole expansion of the inverse dielectric function: under the hypotheses of the sum rule,
`1 / eps` is 1 minus the sum over `j` of `lossWeight f s (z j) / (z j - x)`, at every `x` that is
neither a pole nor a zero of `eps`. -/
theorem inverse_eps_expansion (hf : ∀ k, 0 < f k) (hinj : Function.Injective z)
    (hp : ∀ j k, s k ≠ z j) (hz : ∀ j, eps f s (z j) = 0) {x : ℝ}
    (hx : ∀ k, s k ≠ x) (h0 : eps f s x ≠ 0) :
    1 / eps f s x = 1 - ∑ j, lossWeight f s (z j) / (z j - x) := by
  have t := weighted_response hf hinj hp hz (fun k => f k / (s k - x))
  have inner : ∀ j, ∑ k, f k / (s k - x) / (s k - z j) = -(eps f s x / (z j - x)) := by
    intro j
    have hne : z j - x ≠ 0 := by
      intro h
      apply h0
      rw [← sub_eq_zero.mp h]
      exact hz j
    have d := eps_sub (f := f) hx (hp j)
    simp only [div_div]
    rw [← neg_div, eq_div_iff hne]
    linear_combination d + hz j
  simp only [inner] at t
  have e : ∑ j, lossWeight f s (z j) * -(eps f s x / (z j - x))
      = -(eps f s x * ∑ j, lossWeight f s (z j) / (z j - x)) := by
    rw [mul_sum, ← sum_neg_distrib]
    exact sum_congr rfl fun j _ => by ring
  rw [e] at t
  have d : eps f s x = 1 + ∑ k, f k / (s k - x) := rfl
  rw [div_eq_iff h0]
  linear_combination -d - t
```

Q: Then the static limit should be $x=0$.

A: Yes, once all $s_k>0$, which says that every bare excitation has a real, nonzero frequency. Then $\varepsilon(0)\geq1$, so $x=0$ is neither a pole nor a zero, and

$$\sum_j\frac{w_j}{z_j}=1-\frac1{\varepsilon(0)}.$$

This expresses static screening as a sum over loss peaks. It is a different relation from the Lyddane–Sachs–Teller product $\varepsilon(0)=\prod_jz_j/\prod_ks_k$, which the file does not state. The proof establishes `h0`, that $\varepsilon(0)>0$, and then inserts $x=0$ into the expansion.

```lean
/-- Static screening sum rule: under the hypotheses of `loss_sum_rule`, and with all poles `s k`
positive, the loss weights divided by the peak positions add up to `1 - 1 / eps(0)`. -/
theorem static_screening (hf : ∀ k, 0 < f k) (hs : ∀ k, 0 < s k)
    (hinj : Function.Injective z) (hp : ∀ j k, s k ≠ z j) (hz : ∀ j, eps f s (z j) = 0) :
    ∑ j, lossWeight f s (z j) / z j = 1 - 1 / eps f s 0 := by
  have h0 : 0 < eps f s 0 := by
    have h : 0 ≤ ∑ k, f k / (s k - 0) := sum_nonneg fun k _ =>
      div_nonneg (hf k).le (by rw [sub_zero]; exact (hs k).le)
    unfold eps
    linarith
  have h := inverse_eps_expansion hf hinj hp hz (fun k => (hs k).ne') h0.ne'
  simp only [sub_zero] at h
  linarith
```

Q: Show me numbers.

A: Take poles $s=(1,3)$ with strengths $f=(3/2,1/2)$. The zeros are $z=(2,4)$:

$$\varepsilon(2)=1-\tfrac32+\tfrac12=0,\qquad \varepsilon(4)=1-\tfrac12-\tfrac12=0.$$

The slopes there are

$$\varepsilon'(2)=\tfrac32+\tfrac12=2,\qquad \varepsilon'(4)=\tfrac16+\tfrac12=\tfrac23,$$

so the weights are $w=(1/2,3/2)$. Their sum is $2$, as is the sum of the strengths. The first moment is $\tfrac12\cdot2+\tfrac32\cdot4=7$, and the poles give $\tfrac32+\tfrac32+2^2=7$. For the static limit, $\varepsilon(0)=1+\tfrac32+\tfrac16=\tfrac83$, hence $1-1/\varepsilon(0)=\tfrac58$, and the peaks give $\tfrac14+\tfrac38=\tfrac58$.

The bare strength sits mostly in the lower pole, while the loss strength sits mostly in the upper peak. This is why the weighted mean rises by $2$, from $\tfrac32$ to $\tfrac72$, although each zero lies only $1$ above a pole. The last theorem confirms the four assumptions of the sum rule and the two weights for this example, by going through the index values and evaluating each expression.

```lean
/-- Two poles at 1 and 3 with strengths 3/2 and 1/2 give zeros at 2 and 4, with loss
weights 1/2 and 3/2. -/
theorem loss_sum_rule_witness :
    (∀ k, 0 < (![3 / 2, 1 / 2] : Fin 2 → ℝ) k) ∧
    Function.Injective (![2, 4] : Fin 2 → ℝ) ∧
    (∀ j k, (![1, 3] : Fin 2 → ℝ) k ≠ (![2, 4] : Fin 2 → ℝ) j) ∧
    (∀ j, eps ![3 / 2, 1 / 2] ![1, 3] ((![2, 4] : Fin 2 → ℝ) j) = 0) ∧
    (∀ j, lossWeight ![3 / 2, 1 / 2] ![1, 3] ((![2, 4] : Fin 2 → ℝ) j)
      = (![1 / 2, 3 / 2] : Fin 2 → ℝ) j) := by
  have hp : ∀ j k, (![1, 3] : Fin 2 → ℝ) k ≠ (![2, 4] : Fin 2 → ℝ) j := by
    intro j k
    fin_cases j <;> fin_cases k <;> norm_num
  refine ⟨?_, ?_, hp, ?_, ?_⟩
  · intro k
    fin_cases k <;> norm_num
  · intro i j
    fin_cases i <;> fin_cases j <;> norm_num
  · intro j
    fin_cases j <;> norm_num [eps, Fin.sum_univ_two]
  · intro j
    rw [lossWeight, (hasDerivAt_eps (hp j)).deriv]
    fin_cases j <;> norm_num [Fin.sum_univ_two]

end

end LossWeightSumRules
```

```lean
#print axioms LossWeightSumRules.loss_sum_rule
#print axioms LossWeightSumRules.loss_first_moment
#print axioms LossWeightSumRules.static_screening
```

```
'LossWeightSumRules.loss_sum_rule' depends on axioms: [propext, Classical.choice, Quot.sound]
'LossWeightSumRules.loss_first_moment' depends on axioms: [propext, Classical.choice, Quot.sound]
'LossWeightSumRules.static_screening' depends on axioms: [propext, Classical.choice, Quot.sound]
```
